# Chiral symmetry pairs free-fermion entanglement levels and puts at least \(|\operatorname{tr} S_A|\) of them at 1/2

To compute the entanglement entropy of a region \(A\) in a free-fermion state without pairing correlations \(\langle c_ic_j\rangle\), one restricts the correlation matrix \(C_{ij}=\langle c_i^\dagger c_j\rangle\) to the sites of \(A\), diagonalises this block \(C_A\), and sums a binary entropy over its eigenvalues. If the state is chirally symmetric on a bipartite lattice, part of the output can be predicted by counting sites. If \(A\) has \(k\) more sites on one sublattice than on the other, at least \(k\) eigenvalues must equal \(1/2\), and the rest of the spectrum must be symmetric under \(x\mapsto 1-x\).

Let \(s_i=\pm1\) label the sublattice of site \(i\), and let \(S\) be the diagonal matrix of these signs. Chiral symmetry of the state means

\[
SCS = 1-C .
\]

This holds, for example, in the half-filled ground state of a hopping Hamiltonian \(H\) that connects only opposite sublattices and has no level at zero energy. There \(SHS=-H\), so \(S\) exchanges filled and empty levels. Below, the relation is assumed and not derived from a Hamiltonian.

## Pairing of levels and counting at one half

In components the relation reads \(s_iC_{ij}s_j=\delta_{ij}-C_{ij}\). Taking \(i,j\in A\) gives the same relation for the block. Write \(M=C_A\), and let \(S_A\) be the sign matrix of \(A\), so that \(S_AMS_A=1-M\).

**Pairing.** Since \(S_A^2=1\), multiplying from the left by \(S_A\) gives \(MS_A=S_A(1-M)\). If \(Mv=xv\), then

\[
M S_A v = S_A(1-M)v=(1-x)S_Av .
\]

The map \(v\mapsto S_Av\) is injective, so the eigenspace at \(1-x\) is at least as large as the one at \(x\). Exchanging \(x\) and \(1-x\) gives equality.

**Levels at one half.** If \(s_i=s_j\), the relation reads \(M_{ij}=\delta_{ij}-M_{ij}\), so \(M_{ij}=\tfrac12\delta_{ij}\). Fix a sign \(\varepsilon\), and let \(N_\varepsilon\) and \(N_{-\varepsilon}\) be the numbers of sites of \(A\) with each sign. Consider the vectors \(v\) for which both \(v_i=0\) and \((Mv)_i=0\) whenever \(s_i=-\varepsilon\). On a site with \(s_i=\varepsilon\),

\[
(Mv)_i=\sum_{j:\,s_j=\varepsilon}M_{ij}v_j=\tfrac12 v_i ,
\]

and on the other sites both sides vanish, so \(Mv=\tfrac12v\). These are \(2N_{-\varepsilon}\) linear conditions on \(N_\varepsilon+N_{-\varepsilon}\) components. The solution space therefore has dimension at least \(N_\varepsilon-N_{-\varepsilon}=\varepsilon\operatorname{tr}S_A\). Using both signs gives the bound \(|\operatorname{tr}S_A|\).

**Entropy.** Now let \(C\) also be positive semidefinite, as the correlation matrix of a state is. An eigenvalue \(x\) of \(M\) then satisfies \(x\ge0\), and its partner gives \(1-x\ge0\). On \([0,1]\) the binary entropy \(h(x)=-x\log x-(1-x)\log(1-x)\) is nonnegative, and \(h(1/2)=\log2\). Keeping only the levels at \(1/2\),

\[
\sum_i h(x_i)\ \ge\ |\operatorname{tr}S_A|\log2 .
\]

**Without chiral symmetry.** Take two sites of opposite sign and \(C=\operatorname{diag}(1,0)\), one particle localised on the first site. This matrix is positive semidefinite and half filled overall, but \(SCS=C\ne1-C\). For \(A\) the first site, the only eigenvalue is \(1\), although \(|\operatorname{tr}S_A|=1\). Pairing, the count at \(1/2\) and the entropy bound all fail, so positivity and overall half filling do not suffice.

## Signs, blocks and multiplicities in Lean

The sites form a finite type, `n` for the whole system and `m` for a generic matrix.

```lean
import Mathlib

open Matrix
open scoped ComplexOrder

namespace ChiralEntanglementSpectrum

noncomputable section

variable {n m : Type*} [Fintype n] [DecidableEq n] [Fintype m] [DecidableEq m]
```

Signs take values in `ℤˣ`, the units of the integers, which are exactly \(\pm1\).

```lean
/-- The diagonal matrix `S` of sublattice signs. -/
def signMatrix (s : m → ℤˣ) : Matrix m m ℂ := Matrix.diagonal fun i => ((s i : ℤ) : ℂ)
```

The symmetry is a property of a complex matrix. Hermiticity is not part of it, and the pairing and counting results do not need it.

```lean
/-- Chiral symmetry of a correlation matrix: `S C S = 1 - C`. -/
def Chiral (s : m → ℤˣ) (C : Matrix m m ℂ) : Prop :=
  signMatrix s * C * signMatrix s = 1 - C
```

A region is any finite set of sites, connected or not.

```lean
/-- The principal block `C_A` of a correlation matrix on the region `A`. -/
abbrev block (C : Matrix n n ℂ) (A : Finset n) : Matrix A A ℂ :=
  C.submatrix Subtype.val Subtype.val
```

The imbalance is the integer \(\operatorname{tr}S_A\) when the signs are those of \(A\).

```lean
/-- The sublattice imbalance: the sum of the signs, which is the trace of `S`. -/
def imbalance (s : m → ℤˣ) : ℤ := ∑ i, (s i : ℤ)
```

Multiplicity means the dimension of the eigenspace, and it is zero if `x` is not an eigenvalue. The levels here are eigenvalues of \(C_A\). Many texts use "single-particle entanglement spectrum" for \(\log[(1-x)/x]\), for which the pairing is a change of sign and \(x=1/2\) sits at zero.

```lean
/-- The multiplicity of the level `x`: the dimension of its eigenspace. -/
def mult (M : Matrix m m ℂ) (x : ℂ) : ℕ :=
  Module.finrank ℂ (Module.End.eigenspace (Matrix.toLin' M) x)
```

The entropy is defined by the eigenvalue formula, with natural logarithms. That it equals the von Neumann entropy of the region is a property of Gaussian states with \(\langle c_ic_j\rangle=0\) which is taken over from physics here; it measures entanglement when the total state is pure.

```lean
/-- The free-fermion entropy of a Hermitian correlation matrix: the sum of the binary
entropies of its eigenvalues. -/
def entropy {M : Matrix m m ℂ} (hM : M.IsHermitian) : ℝ :=
  ∑ i, Real.binEntropy (hM.eigenvalues i)
```

## From the chiral relation to the symmetric spectrum

The first three lemmas are the component calculations above: \(S^2=1\), restriction to a region, and the entries within one sublattice.

```lean
/-- The sign matrix squares to the identity. -/
theorem signMatrix_sq (s : m → ℤˣ) : signMatrix s * signMatrix s = 1 := by
  have h : ∀ i, ((s i : ℤ) : ℂ) * ((s i : ℤ) : ℂ) = 1 := by
    intro i
    rcases Int.units_eq_one_or (s i) with h | h <;> simp [h]
  simp only [signMatrix, Matrix.diagonal_mul_diagonal, h, Matrix.diagonal_one]

/-- Chiral symmetry of the whole system is inherited by every region. -/
theorem chiral_block {s : n → ℤˣ} {C : Matrix n n ℂ} (h : Chiral s C) (A : Finset n) :
    Chiral (fun i : A => s i) (block C A) := by
  unfold Chiral at h ⊢
  ext i j
  have e := congrFun (congrFun h i.1) j.1
  have h1 : (1 : Matrix n n ℂ) i.1 j.1 = (1 : Matrix A A ℂ) i j :=
    congrFun (congrFun (Matrix.submatrix_one (Subtype.val : A → n)
      Subtype.val_injective) i) j
  simp only [signMatrix, Matrix.mul_diagonal, Matrix.diagonal_mul, Matrix.sub_apply,
    Matrix.submatrix_apply] at e ⊢
  rw [e, h1]

/-- With chiral symmetry every diagonal entry is `1/2`, and the entries between distinct sites of
the same sublattice vanish. -/
theorem same_sublattice {s : m → ℤˣ} {M : Matrix m m ℂ} (h : Chiral s M) {i j : m}
    (hs : s i = s j) : M i j = if i = j then 1 / 2 else 0 := by
  unfold Chiral at h
  have e := congrFun (congrFun h i) j
  simp only [signMatrix, Matrix.mul_diagonal, Matrix.diagonal_mul, Matrix.sub_apply,
    Matrix.one_apply] at e
  rw [hs] at e
  rcases Int.units_eq_one_or (s j) with h' | h' <;> rw [h'] at e <;>
    simp only [Units.val_one, Units.val_neg, Int.cast_one, Int.cast_neg] at e <;>
    split_ifs at e ⊢ <;> linear_combination e / 2
```

The next lemma is the pairing step, with `hMS` the relation \(MS=S(1-M)\).

```lean
/-- With chiral symmetry, `S` carries a solution of `M v = x v` to one at `1 - x`. -/
theorem chiral_partner {s : m → ℤˣ} {M : Matrix m m ℂ} (h : Chiral s M) {x : ℂ}
    {v : m → ℂ} (hv : M *ᵥ v = x • v) :
    M *ᵥ (signMatrix s *ᵥ v) = (1 - x) • (signMatrix s *ᵥ v) := by
  unfold Chiral at h
  have hMS : M * signMatrix s = signMatrix s * (1 - M) := by
    rw [← h, ← mul_assoc, ← mul_assoc, signMatrix_sq, one_mul]
  rw [Matrix.mulVec_mulVec, hMS, ← Matrix.mulVec_mulVec, Matrix.sub_mulVec,
    Matrix.one_mulVec, hv, Matrix.mulVec_sub, Matrix.mulVec_smul, sub_smul, one_smul]
```

For the count, the linear map `L` sends \(v\) to the values of \(v\) and \(Mv\) on the sites with sign different from `ε`. `hker` shows that its kernel lies in the eigenspace at \(1/2\), and rank-nullity (`hrn`) bounds the dimension of that kernel from below. The identity `hsum` rewrites \(\varepsilon\operatorname{tr}S\) as the number of sites minus twice the number with the other sign.

```lean
/-- With chiral symmetry, the excess of either sublattice over the other is at most the
multiplicity of the level `1/2`. -/
theorem signed_imbalance_le {s : m → ℤˣ} {M : Matrix m m ℂ} (h : Chiral s M) (ε : ℤˣ) :
    (ε : ℤ) * imbalance s ≤ mult M (1 / 2) := by
  have hterm : ∀ i, (ε : ℤ) * (s i : ℤ) = 1 - 2 * (if s i ≠ ε then 1 else 0) := by
    intro i
    rcases Int.units_eq_one_or ε with h | h <;>
      rcases Int.units_eq_one_or (s i) with h' | h' <;> rw [h', h] <;> decide
  have hsum : (ε : ℤ) * imbalance s
      = Fintype.card m - 2 * Fintype.card {i // s i ≠ ε} := by
    rw [imbalance, Finset.mul_sum, Finset.sum_congr rfl (fun i _ => hterm i),
      Finset.sum_sub_distrib, ← Finset.mul_sum, Finset.sum_boole, Fintype.card_subtype]
    simp
  -- `L v` records `v` and `M v` on the sublattice opposite to `ε`
  let r : (m → ℂ) →ₗ[ℂ] ({i // s i ≠ ε} → ℂ) := LinearMap.funLeft ℂ ℂ Subtype.val
  let L := r.prod (r.comp (Matrix.toLin' M))
  have hker : LinearMap.ker L ≤ Module.End.eigenspace (Matrix.toLin' M) (1 / 2) := by
    intro v hv
    have hL : L v = 0 := hv
    have h1 : ∀ i, s i ≠ ε → v i = 0 := fun i hi =>
      congrFun (congrArg Prod.fst hL) ⟨i, hi⟩
    have h2 : ∀ i, s i ≠ ε → (M *ᵥ v) i = 0 := fun i hi =>
      congrFun (congrArg Prod.snd hL) ⟨i, hi⟩
    rw [Module.End.mem_eigenspace_iff, Matrix.toLin'_apply]
    ext i
    by_cases hi : s i = ε
    · have ht : ∀ j, M i j * v j = if i = j then 1 / 2 * v j else 0 := by
        intro j
        by_cases hj : s j = ε
        · rw [same_sublattice h (hi.trans hj.symm), ite_mul, zero_mul]
        · rw [h1 j hj, mul_zero, mul_zero, ite_self]
      change ∑ j, M i j * v j = 1 / 2 * v i
      rw [Finset.sum_congr rfl (fun j _ => ht j), Finset.sum_ite_eq]
      simp
    · rw [h2 i hi, Pi.smul_apply, h1 i hi, smul_zero]
  have hmono := Submodule.finrank_mono hker
  have hrn := L.finrank_range_add_finrank_ker
  have hr := Submodule.finrank_le (LinearMap.range L)
  rw [Module.finrank_prod, Module.finrank_fintype_fun_eq_card] at hr
  rw [Module.finrank_fintype_fun_eq_card] at hrn
  rw [hsum]
  unfold mult
  omega
```

The main theorem states that, for a chiral `C` and every region `A`, the multiplicities at `x` and `1 - x` agree for all complex `x`, and that the one at \(1/2\) is at least \(|\operatorname{tr}S_A|\). `key` proves one inequality by the injectivity of \(S_A\); applying it at `1 - x` gives the other.

```lean
/-- For a chirally symmetric correlation matrix, the levels `x` and `1 - x` of every block
`C_A` have equal multiplicity, and `1/2` has multiplicity at least `|tr S_A|`. -/
theorem entanglement_spectrum_chiral {s : n → ℤˣ} {C : Matrix n n ℂ} (h : Chiral s C)
    (A : Finset n) :
    (∀ x, mult (block C A) x = mult (block C A) (1 - x)) ∧
      |imbalance (fun i : A => s i)| ≤ mult (block C A) (1 / 2) := by
  have hA := chiral_block h A
  have key : ∀ x, mult (block C A) x ≤ mult (block C A) (1 - x) := by
    intro x
    let S := signMatrix (fun i : A => s i)
    have hmap : ∀ v ∈ Module.End.eigenspace (Matrix.toLin' (block C A)) x,
        Matrix.toLin' S v ∈ Module.End.eigenspace (Matrix.toLin' (block C A)) (1 - x) := by
      intro v hv
      simp only [Module.End.mem_eigenspace_iff, Matrix.toLin'_apply] at hv ⊢
      exact chiral_partner hA hv
    unfold mult
    refine LinearMap.finrank_le_finrank_of_injective
      (f := (Matrix.toLin' S).restrict hmap) ?_
    intro v w hvw
    have h1 : S *ᵥ v.1 = S *ᵥ w.1 := congrArg Subtype.val hvw
    have h2 := congrArg (fun u => S *ᵥ u) h1
    simp only [Matrix.mulVec_mulVec, S, signMatrix_sq, Matrix.one_mulVec] at h2
    exact Subtype.ext h2
  refine ⟨fun x => le_antisymm (key x) ?_, ?_⟩
  · have h1 := key (1 - x)
    rwa [sub_sub_cancel] at h1
  · have h1 := signed_imbalance_le hA 1
    have h2 := signed_imbalance_le hA (-1)
    simp only [Units.val_one, Units.val_neg, one_mul, neg_mul] at h1 h2
    exact abs_le'.mpr ⟨h1, h2⟩
```

## The entropy bound

The entropy runs over a list of eigenvalues, whereas `mult` is a dimension. The map `φ` connects them by taking the components of \(v\) along the listed eigenvectors \(b_i\) with eigenvalue \(x\). For an eigenvector at \(x\), every other component vanishes because \((\lambda_i-x)\langle b_i,v\rangle=0\), where \(\lambda_i\) is the eigenvalue of \(b_i\). Hence `φ` is injective on the eigenspace.

```lean
/-- For a Hermitian matrix, the multiplicity of a real level is at most the number of times
it occurs in the list of eigenvalues. -/
theorem mult_le_card {M : Matrix m m ℂ} (hM : M.IsHermitian) (x : ℝ) :
    mult M (x : ℂ) ≤ (Finset.univ.filter fun i => hM.eigenvalues i = x).card := by
  let b : m → m → ℂ := fun i => (hM.eigenvectorBasis i).ofLp
  have hb : ∀ i, star (b i) ᵥ* M = (hM.eigenvalues i : ℂ) • star (b i) := by
    intro i
    have e : M *ᵥ b i = (hM.eigenvalues i : ℂ) • b i := by
      refine (hM.mulVec_eigenvectorBasis i).trans ?_
      ext j
      simp [b]
    have e' := congrArg star e
    rw [Matrix.star_mulVec, hM.eq, star_smul] at e'
    rw [e', Complex.star_def, Complex.conj_ofReal]
  -- the components of `v` along the eigenvectors at level `x`
  let φ : (m → ℂ) →ₗ[ℂ] ({i // hM.eigenvalues i = x} → ℂ) :=
    { toFun := fun v i => star (b i) ⬝ᵥ v
      map_add' := fun v w => funext fun i => dotProduct_add _ _ _
      map_smul' := fun c v => funext fun i => dotProduct_smul _ _ _ }
  rw [← Fintype.card_subtype, ← Module.finrank_fintype_fun_eq_card (R := ℂ)]
  unfold mult
  refine LinearMap.finrank_le_finrank_of_injective (f := φ.comp (Submodule.subtype _)) ?_
  rw [injective_iff_map_eq_zero]
  rintro ⟨v, hv⟩ h0
  rw [Module.End.mem_eigenspace_iff, Matrix.toLin'_apply] at hv
  have hz : ∀ i, star (b i) ⬝ᵥ v = 0 := by
    intro i
    by_cases hi : hM.eigenvalues i = x
    · exact congrFun h0 ⟨i, hi⟩
    · have h2 : star (b i) ⬝ᵥ (M *ᵥ v) = (hM.eigenvalues i : ℂ) * (star (b i) ⬝ᵥ v) := by
        rw [Matrix.dotProduct_mulVec, hb, smul_dotProduct, smul_eq_mul]
      rw [hv, dotProduct_smul, smul_eq_mul] at h2
      have h3 : ((hM.eigenvalues i : ℂ) - x) * (star (b i) ⬝ᵥ v) = 0 := by
        linear_combination -h2
      exact (mul_eq_zero.mp h3).resolve_left
        (sub_ne_zero.mpr fun e => hi (Complex.ofReal_injective e))
  have hv0 : WithLp.toLp 2 v = (0 : EuclideanSpace ℂ m) := by
    rw [← hM.eigenvectorBasis.sum_repr' (WithLp.toLp 2 v)]
    refine Finset.sum_eq_zero fun i _ => ?_
    rw [EuclideanSpace.inner_eq_star_dotProduct, dotProduct_comm]
    exact (congrArg (· • hM.eigenvectorBasis i) (hz i)).trans (zero_smul _ _)
  exact Subtype.ext (congrArg WithLp.ofLp hv0)
```

The upper limit on the eigenvalues comes from positivity in the partner state \(w=Sv\), where \(\langle w,Mw\rangle=(1-x)\langle w,w\rangle\ge0\).

```lean
/-- A real eigenvalue of a positive semidefinite, chirally symmetric matrix is at most one. -/
theorem eigenvalue_le_one {s : m → ℤˣ} {M : Matrix m m ℂ} (h : Chiral s M)
    (hM : M.PosSemidef) {x : ℝ} {v : m → ℂ} (hv : M *ᵥ v = (x : ℂ) • v) (h0 : v ≠ 0) :
    x ≤ 1 := by
  let w := signMatrix s *ᵥ v
  have hw : w ≠ 0 := by
    intro e
    apply h0
    rw [← Matrix.one_mulVec v, ← signMatrix_sq s, ← Matrix.mulVec_mulVec]
    change signMatrix s *ᵥ w = 0
    rw [e, Matrix.mulVec_zero]
  have hp : 0 < star w ⬝ᵥ w := lt_of_le_of_ne (dotProduct_star_self_nonneg w)
    (fun e => hw (dotProduct_star_self_eq_zero.mp e.symm))
  -- positivity of `M` in the chiral partner state
  have hq := hM.dotProduct_mulVec_nonneg w
  have hMw : M *ᵥ w = ((1 - x : ℝ) : ℂ) • w := by
    rw [Complex.ofReal_sub, Complex.ofReal_one]
    exact chiral_partner h hv
  rw [hMw, dotProduct_smul, smul_eq_mul] at hq
  have h1 := (Complex.lt_def.mp hp).1
  have h2 := (Complex.le_def.mp hq).1
  rw [Complex.re_ofReal_mul] at h2
  simp only [Complex.zero_re] at h1 h2
  by_contra hx
  nlinarith [not_le.mp hx]
```

The entropy theorem assumes chiral symmetry and positive semidefiniteness of the whole matrix. Its `calc` block bounds the imbalance by the number of levels at \(1/2\), replaces each \(\log2\) by the binary entropy there, and adds the remaining nonnegative terms.

```lean
/-- For a positive semidefinite, chirally symmetric correlation matrix, the free-fermion
entropy of a region is at least `|tr S_A| log 2`. -/
theorem entropy_lower_bound {s : n → ℤˣ} {C : Matrix n n ℂ} (h : Chiral s C)
    (hC : C.PosSemidef) (A : Finset n) :
    (|imbalance (fun i : A => s i)| : ℝ) * Real.log 2 ≤
      entropy (hC.submatrix (Subtype.val : A → n)).isHermitian := by
  have hP := hC.submatrix (Subtype.val : A → n)
  have hH := hP.isHermitian
  have h1 := (entanglement_spectrum_chiral h A).2
  have h2 := mult_le_card hH (1 / 2)
  rw [show (((1 / 2 : ℝ)) : ℂ) = 1 / 2 by push_cast; rfl] at h2
  have h3 : |imbalance (fun i : A => s i)| ≤
      ((Finset.univ.filter fun i => hH.eigenvalues i = 1 / 2).card : ℤ) :=
    h1.trans (by exact_mod_cast h2)
  have h4 : (|imbalance (fun i : A => s i)| : ℝ) ≤
      ((Finset.univ.filter fun i => hH.eigenvalues i = 1 / 2).card : ℝ) := by
    exact_mod_cast h3
  have hnn : ∀ i, 0 ≤ Real.binEntropy (hH.eigenvalues i) := by
    intro i
    refine Real.binEntropy_nonneg (hP.eigenvalues_nonneg i) ?_
    refine eigenvalue_le_one (chiral_block h A) hP
      (v := (hH.eigenvectorBasis i).ofLp) ?_ ?_
    · refine (hH.mulVec_eigenvectorBasis i).trans ?_
      ext j
      simp
    · intro e
      exact hH.eigenvectorBasis.orthonormal.ne_zero i (PiLp.ext fun j => congrFun e j)
  -- each level at one half contributes `log 2`
  calc (|imbalance (fun i : A => s i)| : ℝ) * Real.log 2
      ≤ ((Finset.univ.filter fun i => hH.eigenvalues i = 1 / 2).card : ℝ) * Real.log 2 :=
        mul_le_mul_of_nonneg_right h4 (Real.log_nonneg (by norm_num))
    _ = ∑ i ∈ Finset.univ.filter (fun i => hH.eigenvalues i = 1 / 2),
          Real.binEntropy (hH.eigenvalues i) := by
        rw [← nsmul_eq_mul, ← Finset.sum_const]
        refine Finset.sum_congr rfl fun i hi => ?_
        rw [(Finset.mem_filter.mp hi).2, one_div, Real.binEntropy_two_inv]
    _ ≤ ∑ i, Real.binEntropy (hH.eigenvalues i) :=
        Finset.sum_le_sum_of_subset_of_nonneg (Finset.filter_subset _ _)
          (fun i _ _ => hnn i)
```

## A half-filled dimer

One particle shared equally by two sites satisfies both assumptions.

```lean
/-- The correlation matrix of one particle in the equal, in-phase superposition of two sites. -/
def dimer : Matrix (Fin 2) (Fin 2) ℂ := !![1 / 2, 1 / 2; 1 / 2, 1 / 2]
```

The chiral relation is checked entry by entry, and positivity follows because the matrix is a Hermitian projection. For a single site the block is \((1/2)\), so the entropy is \(\log2\) and the bound is attained.

```lean
/-- The dimer with opposite signs on its two sites is chirally symmetric and positive
semidefinite. -/
theorem dimer_witness : Chiral ![1, -1] dimer ∧ dimer.PosSemidef := by
  constructor
  · unfold Chiral
    ext i j
    fin_cases i <;> fin_cases j <;>
      simp [signMatrix, dimer, Matrix.mul_diagonal, Matrix.diagonal_mul] <;> norm_num
  · have hs : star (1 / 2 : ℂ) = 1 / 2 := by
      rw [show (1 / 2 : ℂ) = ((1 / 2 : ℝ) : ℂ) by push_cast; rfl, Complex.star_def,
        Complex.conj_ofReal]
    have hH : dimerᴴ = dimer := by
      ext i j
      fin_cases i <;> fin_cases j <;> exact hs
    -- the dimer matrix is a Hermitian projection
    have h : dimer = dimerᴴ * dimer := by
      rw [hH]
      ext i j
      fin_cases i <;> fin_cases j <;>
        simp [dimer, Matrix.mul_apply, Fin.sum_univ_succ] <;> norm_num
    rw [h]
    exact Matrix.posSemidef_conjTranspose_mul_self dimer

end

end ChiralEntanglementSpectrum
```

```lean
#print axioms ChiralEntanglementSpectrum.entanglement_spectrum_chiral
#print axioms ChiralEntanglementSpectrum.entropy_lower_bound
```

```
'ChiralEntanglementSpectrum.entanglement_spectrum_chiral' depends on axioms: [propext, Classical.choice, Quot.sound]
'ChiralEntanglementSpectrum.entropy_lower_bound' depends on axioms: [propext, Classical.choice, Quot.sound]
```
